# First-order response to a cosine drive: bounded off resonance, linear growth on resonance

Take a single phase exp(ias), rotating at a real frequency a, and integrate it from 0 to t. If a = 0, the phase stands still and the integral is t. If a ≠ 0, the integral is

(exp(iat) − 1)/(ia),

which moves around a circle through the origin of diameter 2/|a| and never leaves it. A cosine drive supplies two such phases to a transition. The response grows when one of them stands still, and stays bounded when both rotate.

```lean
import Mathlib

namespace ClassicalDriveResponse

noncomputable section
```

In Lean the phase integral is an interval integral with complex values. The time t may be any real number, and a negative t reverses the orientation.

```lean
/-- The integral from `0` to `t` of a phase rotating at frequency `a`. -/
def phaseIntegral (a t : ℝ) : ℂ :=
  ∫ s in (0 : ℝ)..t, Complex.exp (Complex.I * a * s)
```

## A transition under a classical drive

Let D be the frequency of a transition and w that of the drive, with ħ = 1. The response is

c(t) = ∫₀ᵗ cos(ws) exp(iDs) ds.

```lean
/-- The response `c(t)`, the integral from `0` to `t` of `cos (w s) exp (i D s)`, of a transition
of frequency `D` to a classical drive of frequency `w`. -/
def response (w D t : ℝ) : ℂ :=
  ∫ s in (0 : ℝ)..t, (Real.cos (w * s) : ℂ) * Complex.exp (Complex.I * D * s)
```

Suppose the perturbation has matrix element V cos(wt) between the initial state and the excited one, and is switched on at t = 0. To first order in V, the excited amplitude b in the interaction picture obeys i db/dt = V cos(wt) exp(iDt) with b(0) = 0. Hence

b(t) = −iV c(t).

The file takes this formula as a definition and does not derive it from the Schrödinger equation. The coupling V is any complex number, and the field is a prescribed function of time, without photons or damping.

```lean
/-- The first-order transition amplitude `-i V c(t)` for a coupling `V`, in units with `ħ = 1`. -/
def firstOrderAmplitude (V : ℂ) (w D t : ℝ) : ℂ :=
  -Complex.I * V * response w D t
```

## Two phases in one cosine

Since cos(ws) = (exp(iws) + exp(−iws))/2, the integrand is half the sum of two phases, at frequencies D + w and D − w. Writing P(a, t) for `phaseIntegral a t`, we get

c(t) = [P(D + w, t) + P(D − w, t)]/2.

In the proof, `hp` is this identity at each s. Continuity of the phases, `hc`, makes them integrable, so the integral of the sum can be split.

```lean
/-- The response is half the sum of the phase integrals at `D + w` and `D - w`. -/
theorem response_split (w D t : ℝ) :
    response w D t = (phaseIntegral (D + w) t + phaseIntegral (D - w) t) / 2 := by
  have hc : ∀ a : ℝ, Continuous fun s : ℝ => Complex.exp (Complex.I * a * s) := by
    intro a
    fun_prop
  -- Euler's formula under the integral sign
  have hp : ∀ s : ℝ, (Real.cos (w * s) : ℂ) * Complex.exp (Complex.I * D * s) =
      (Complex.exp (Complex.I * (D + w : ℝ) * s)
        + Complex.exp (Complex.I * (D - w : ℝ) * s)) / 2 := by
    intro s
    have h1 : Complex.exp (Complex.I * (D + w : ℝ) * s) =
        Complex.exp (Complex.I * D * s) * Complex.exp (((w * s : ℝ) : ℂ) * Complex.I) := by
      rw [← Complex.exp_add]
      congr 1
      push_cast
      ring
    have h2 : Complex.exp (Complex.I * (D - w : ℝ) * s) =
        Complex.exp (Complex.I * D * s) * Complex.exp (-((w * s : ℝ) : ℂ) * Complex.I) := by
      rw [← Complex.exp_add]
      congr 1
      push_cast
      ring
    rw [h1, h2, Complex.ofReal_cos, Complex.cos]
    ring
  unfold response phaseIntegral
  rw [← intervalIntegral.integral_add ((hc _).intervalIntegrable _ _)
    ((hc _).intervalIntegrable _ _), ← intervalIntegral.integral_div]
  exact intervalIntegral.integral_congr (fun s _ => hp s)
```

## Integrating a rotating phase

For a ≠ 0 the antiderivative of exp(ias) is exp(ias)/(ia), and the limits 0 and t give the closed form above.

The proof turns on Mathlib's `integral_exp_mul_complex`, which integrates exp(cx) over a real interval for any complex c ≠ 0. Lean reads `Complex.I * a * s` as (ia)s, so the integrand already has the required shape with c = ia. The lemma's one condition, c ≠ 0, is the physical distinction between a rotating phase and a resonant one.

```lean
/-- Closed form of the phase integral at nonzero frequency. -/
theorem phaseIntegral_eq {a : ℝ} (ha : a ≠ 0) (t : ℝ) :
    phaseIntegral a t = (Complex.exp (Complex.I * a * t) - 1) / (Complex.I * a) := by
  have hc : Complex.I * (a : ℂ) ≠ 0 :=
    mul_ne_zero Complex.I_ne_zero (Complex.ofReal_ne_zero.mpr ha)
  unfold phaseIntegral
  rw [integral_exp_mul_complex hc, Complex.ofReal_zero, mul_zero, Complex.exp_zero]
```

The numerator is a difference of two numbers of modulus 1, so its modulus is at most 2, while |ia| = |a|. Therefore

|P(a, t)| ≤ 2/|a|.

In Lean, `he` states that the phase has modulus 1 and `hn` bounds the numerator.

```lean
/-- A phase integral at nonzero frequency `a` never exceeds `2 / |a|` in modulus. -/
theorem norm_phaseIntegral_le {a : ℝ} (ha : a ≠ 0) (t : ℝ) :
    ‖phaseIntegral a t‖ ≤ 2 / |a| := by
  have he : ‖Complex.exp (Complex.I * a * t)‖ = 1 := by
    have h : Complex.I * (a : ℂ) * t = ((a * t : ℝ) : ℂ) * Complex.I := by
      push_cast
      ring
    rw [h, Complex.norm_exp_ofReal_mul_I]
  have hn : ‖Complex.exp (Complex.I * a * t) - 1‖ ≤ 2 := by
    have h := norm_sub_le (Complex.exp (Complex.I * a * t)) 1
    rw [he, norm_one] at h
    linarith
  rw [phaseIntegral_eq ha, norm_div, norm_mul, Complex.norm_I, one_mul, Complex.norm_real,
    Real.norm_eq_abs]
  exact div_le_div_of_nonneg_right hn (abs_nonneg a)
```

## Bounded response below threshold

If neither D + w nor D − w vanishes, the triangle inequality and the factor 1/2 give

|c(t)| ≤ 1/|D + w| + 1/|D − w|.

```lean
/-- Away from both resonances `D = w` and `D = -w`, the response is bounded for all times by
the sum of the inverse distances to them. -/
theorem off_resonance_bound {w D : ℝ} (hp : D + w ≠ 0) (hm : D - w ≠ 0) (t : ℝ) :
    ‖response w D t‖ ≤ 1 / |D + w| + 1 / |D - w| := by
  have h2 : ‖(2 : ℂ)‖ = 2 := by simp
  have h := norm_add_le (phaseIntegral (D + w) t) (phaseIntegral (D - w) t)
  have h3 := norm_phaseIntegral_le hp t
  have h4 := norm_phaseIntegral_le hm t
  rw [response_split, norm_div, h2]
  have e1 : 2 / |D + w| = 2 * (1 / |D + w|) := by ring
  have e2 : 2 / |D - w| = 2 * (1 / |D - w|) := by ring
  linarith
```

Now let E be a threshold: physically, the lowest transition frequency available from the initial state, such as an excitation gap. In Lean it is a real number with `w < E` and `E ≤ D`. Then D − w ≥ E − w > 0, and D + w ≥ E − w because w > 0. Each term is at most 1/(E − w), so for all t

|c(t)| ≤ 2/(E − w).

```lean
/-- If the drive frequency `w > 0` lies below the threshold `E` and the transition frequency `D` at
or above it, the response is at most `2 / (E - w)` in modulus at all times. -/
theorem below_threshold_bound {w E D : ℝ} (hw : 0 < w) (hE : w < E) (hD : E ≤ D) (t : ℝ) :
    ‖response w D t‖ ≤ 2 / (E - w) := by
  have hp : 0 < D + w := by linarith
  have hm : 0 < D - w := by linarith
  have hg : 0 < E - w := by linarith
  have h := off_resonance_bound hp.ne' hm.ne' t
  rw [abs_of_pos hp, abs_of_pos hm] at h
  -- both denominators are at least the gap `E - w`
  have h1 : 1 / (D + w) ≤ 1 / (E - w) := one_div_le_one_div_of_le hg (by linarith)
  have h2 : 1 / (D - w) ≤ 1 / (E - w) := one_div_le_one_div_of_le hg (by linarith)
  have e : 2 / (E - w) = 1 / (E - w) + 1 / (E - w) := by ring
  linarith
```

For several levels k with couplings V_k and frequencies D_k ≥ E, let c_k be the response of level k. Each first-order probability is |V_k|² |c_k(t)|², and summing gives

∑ₖ |V_k c_k(t)|² ≤ (2/(E − w))² ∑ₖ |V_k|².

To first order and for finitely many levels, a monochromatic drive below the gap therefore cannot build up population without limit, however long it stays on. The levels form a `Finset`, so a continuum above threshold is not covered. Reading the sum as a total probability assumes orthonormal excited states. The proof compares the sums term by term.

```lean
/-- For finitely many levels at or above the threshold `E`, driven at a frequency `w > 0` below it,
the total first-order excitation probability is bounded for all times by `(2 / (E - w))²` times the
sum of the squared couplings. -/
theorem total_excitation_bound {ι : Type*} (levels : Finset ι) (V : ι → ℂ) (D : ι → ℝ)
    {w E : ℝ} (hw : 0 < w) (hE : w < E) (hD : ∀ k ∈ levels, E ≤ D k) (t : ℝ) :
    ∑ k ∈ levels, ‖firstOrderAmplitude (V k) w (D k) t‖ ^ 2
      ≤ (2 / (E - w)) ^ 2 * ∑ k ∈ levels, ‖V k‖ ^ 2 := by
  rw [Finset.mul_sum]
  apply Finset.sum_le_sum
  intro k hk
  have h := below_threshold_bound hw hE (hD k hk) t
  calc ‖firstOrderAmplitude (V k) w (D k) t‖ ^ 2
      = ‖response w (D k) t‖ ^ 2 * ‖V k‖ ^ 2 := by
        rw [firstOrderAmplitude, norm_mul, norm_mul, norm_neg, Complex.norm_I]
        ring
    _ ≤ (2 / (E - w)) ^ 2 * ‖V k‖ ^ 2 := by gcongr
```

## Secular growth on resonance

Set D = w. The phase at D − w then has frequency 0 and integrates to t, so

c(t) − t/2 = P(2w, t)/2.

```lean
/-- On resonance the response is `t / 2` plus half the phase integral at frequency `2 w`. -/
theorem resonance_remainder (w t : ℝ) :
    response w w t - (t : ℂ) / 2 = phaseIntegral (2 * w) t / 2 := by
  have h0 : phaseIntegral 0 t = t := by simp [phaseIntegral]
  rw [response_split, sub_self, h0, two_mul w]
  ring
```

The other phase, at frequency 2w, still rotates if w ≠ 0, and the bound on P(2w, t) gives

|c(t) − t/2| ≤ 1/(2|w|).

The first-order probability then grows like |V|² t²/4. For V ≠ 0 this eventually exceeds 1 and so cannot be a real population; the first-order result is reliable only while the probability is small.

```lean
/-- Secular growth: on resonance at `w ≠ 0` the response differs from `t / 2` by at most `1 / (2
|w|)`. -/
theorem resonance_secular_growth {w : ℝ} (hw : w ≠ 0) (t : ℝ) :
    ‖response w w t - (t : ℂ) / 2‖ ≤ 1 / (2 * |w|) := by
  have h2 : ‖(2 : ℂ)‖ = 2 := by simp
  have h := norm_phaseIntegral_le (mul_ne_zero two_ne_zero hw) t
  rw [abs_mul, abs_two] at h
  rw [resonance_remainder, norm_div, h2]
  have e : 2 / (2 * |w|) = 2 * (1 / (2 * |w|)) := by ring
  linarith
```

The constant is the best possible. For w > 0 and t = π/(2w), the phase at frequency 2w has made half a turn, exp(2iwt) = −1, and

c(t) − t/2 = −2/(4iw) = i/(2w),

whose modulus is exactly 1/(2w).

```lean
/-- For `w > 0`, at time `π / (2 w)` the resonant response differs from `t / 2` by exactly `1 / (2
w)`. -/
theorem resonance_bound_attained {w : ℝ} (hw : 0 < w) :
    ‖response w w (Real.pi / (2 * w)) - ((Real.pi / (2 * w) : ℝ) : ℂ) / 2‖ = 1 / (2 * w) := by
  have h2 : ‖(2 : ℂ)‖ = 2 := by simp
  have hpos : 0 < 2 * w := by linarith
  have hr : 2 * w * (Real.pi / (2 * w)) = Real.pi := mul_div_cancel₀ _ hpos.ne'
  have hn : (-1 - 1 : ℂ) = -2 := by norm_num
  rw [resonance_remainder, phaseIntegral_eq hpos.ne', mul_assoc Complex.I,
    ← Complex.ofReal_mul, hr, mul_comm Complex.I (Real.pi : ℂ), Complex.exp_pi_mul_I, hn,
    norm_div, norm_div, norm_neg, h2, norm_mul, Complex.norm_I, Complex.norm_real,
    Real.norm_of_nonneg hpos.le]
  ring
```

## Exactly when the response stays bounded

For w > 0, there is a constant C with |c(t)| ≤ C for all t ≥ 0 if and only if |D| ≠ w. The constant may depend on w and D.

If |D| ≠ w, both denominators in the off-resonance bound are nonzero, and that bound supplies C. Conversely, suppose |D| = w and some C works. The cosine is even, so the response equals the resonant one with drive frequency D, including when D = −w; this is `heq`. Hence

t/2 ≤ |c(t)| + 1/(2|D|) ≤ C + 1/(2|D|).

At t = 2(C + 1/(2|D|) + 1) the left side is larger than the right by 1, a contradiction.

For an upward transition, D > 0, the rotating-wave approximation would keep only the phase at D − w. The same estimates by hand would then give 1/(E − w) below threshold and exactly t/2 at D = w. For a downward transition, D < 0, it would keep the phase at D + w instead, so the resonance at D = −w, which is stimulated emission, survives. The full cosine covers both cases with one formula and retains the bounded remainder.

```lean
/-- For a drive of frequency `w > 0`, the response stays bounded at all later times exactly when
the transition frequency satisfies `|D| ≠ w`. -/
theorem bounded_iff_off_resonance {w : ℝ} (hw : 0 < w) (D : ℝ) :
    (∃ C : ℝ, ∀ t : ℝ, 0 ≤ t → ‖response w D t‖ ≤ C) ↔ |D| ≠ w := by
  constructor
  · rintro ⟨C, hC⟩ hD
    have hD0 : D ≠ 0 := by
      intro h
      rw [h, abs_zero] at hD
      linarith
    -- the cosine is even, so `D = -w` is resonant as well
    have heq : ∀ t, response w D t = response D D t := by
      intro t
      rcases abs_choice D with h | h
      · rw [← hD, h]
      · rw [← hD, h]
        simp [response]
    have hC0 : 0 ≤ C := le_trans (norm_nonneg _) (hC 0 le_rfl)
    have hq : 0 ≤ 1 / (2 * |D|) := by positivity
    obtain ⟨t, ht⟩ : ∃ t : ℝ, t = 2 * (C + 1 / (2 * |D|) + 1) := ⟨_, rfl⟩
    have ht0 : 0 ≤ t := by linarith
    have h1 := hC t ht0
    rw [heq t] at h1
    have h2 := resonance_secular_growth hD0 t
    have h3 := norm_sub_norm_le ((t : ℂ) / 2) (response D D t)
    have h4 : ‖(t : ℂ) / 2‖ = t / 2 := by
      rw [norm_div, Complex.norm_real, Real.norm_of_nonneg ht0]
      simp
    rw [norm_sub_rev, h4] at h3
    linarith
  · intro hD
    have hp : D + w ≠ 0 := by
      intro h
      apply hD
      rw [show D = -w by linarith, abs_neg, abs_of_pos hw]
    have hm : D - w ≠ 0 := by
      intro h
      apply hD
      rw [show D = w by linarith, abs_of_pos hw]
    exact ⟨_, fun t _ => off_resonance_bound hp hm t⟩

end

end ClassicalDriveResponse
```

```lean
#print axioms ClassicalDriveResponse.total_excitation_bound
-- 'ClassicalDriveResponse.total_excitation_bound' depends on axioms: [propext, Classical.choice, Quot.sound]
#print axioms ClassicalDriveResponse.resonance_bound_attained
-- 'ClassicalDriveResponse.resonance_bound_attained' depends on axioms: [propext, Classical.choice, Quot.sound]
#print axioms ClassicalDriveResponse.bounded_iff_off_resonance
-- 'ClassicalDriveResponse.bounded_iff_off_resonance' depends on axioms: [propext, Classical.choice, Quot.sound]
```
